# At most n singular energies of P(E) − S for Hermitian S and strictly increasing potential functions

Let $S$ be a Hermitian $n\times n$ matrix, and let $P(E)$ be a real diagonal matrix whose entries $P_i(E)$ all increase strictly on a set $I$ of energies. Then $P(E)-S$ is singular for at most $n$ energies in $I$, and the bound still holds when each energy is counted with its degeneracy. The $P_i$ need be neither continuous nor linearised.

## Levels from tail cancellation

In the atomic-sphere form of LMTO theory, the one-electron levels of a crystal at a fixed Bloch vector are the energies at which

$$(P(E)-S)\,c=0$$

has a nonzero solution $c$. The structure matrix $S$ describes the lattice. The potential function $P_i$ describes how the potential inside a sphere scatters the partial wave that belongs to orbital $i$.

Strict increase is a property of the radial problem: for a fixed spherical potential, the logarithmic derivative at the sphere boundary falls with energy between its own poles, and $P_i$ rises as it falls and is continuous through those poles. So $P_i$ increases strictly between the poles of $P_i$ itself, and $I$ is typically a window free of these. In this one-electron model with finitely many orbitals and an energy-independent $S$, a root search in such a window can therefore find at most $n$ levels.

## The statement in Lean's terms

In the file, `n` is the type of orbital labels, and the number $n$ is `Fintype.card n`. `I` is any set of real energies, not an identity matrix.

- `secular P S E` is $P(E)-S$, with complex entries.
- `solutions P S E` is its kernel, whose dimension is the degeneracy.
- `secularForm P S E c` is $Q_E(c)=\mathrm{Re}\,c^\dagger(P(E)-S)c$. The vector is not normalised; only the sign of $Q_E(c)$ is used, and multiplying $c$ by a nonzero number does not change it. The "orbital weights" $|c_i|^2$ in the file are squared coefficients, not probabilities.

The hypotheses are `S.IsHermitian` and `StrictMonoOn (P i) I` for every `i`. The theorem `sum_degeneracy_le` bounds the total degeneracy at any finite set of energies in `I`, and `singular_energies_le` bounds the number of singular energies. The latter states finiteness separately, because `ncard` assigns zero to an infinite set.

Monotonicity is assumed, not derived from a radial equation, and no level is claimed to exist. The identification of singular energies with the levels of a real crystal is also left to physics.

## Counting from the highest energy down

For two energies in $I$ with $E<E'$, the $S$ terms cancel:

$$Q_{E'}(c)-Q_E(c)=\sum_i\,[P_i(E')-P_i(E)]\,|c_i|^2 .$$

If $c\neq0$, no term is negative and at least one is positive, so $Q_E(c)<Q_{E'}(c)$.

Write $M=P(E)-S$, so that $M^\dagger=M$. If $Mc=0$, then $c^\dagger Mv=(Mc)^\dagger v=0$ for every $v$, and hence

$$Q_E(v+c)=\mathrm{Re}\,(v^\dagger Mv+v^\dagger Mc+c^\dagger Mv+c^\dagger Mc)=Q_E(v).$$

Now take energies $E_1>E_2>\dots>E_m$ in $I$ with solution spaces $N_k$. Set $V_0=\{0\}$ and $V_k=V_{k-1}+N_k$. Suppose that $Q_E<0$ on the nonzero vectors of $V_{k-1}$ for every $E\in I$ below the energies already used.

1. At $E_k$ the form is negative on nonzero vectors of $V_{k-1}$ and zero on $N_k$. The two spaces meet only in zero, so their dimensions add.
2. For $w=v+c$ with $v\in V_{k-1}$ and $c\in N_k$, we have $Q_{E_k}(w)=Q_{E_k}(v)\le0$.
3. For $E\in I$ below $E_k$ and $w\ne0$, strict increase gives $Q_E(w)<Q_{E_k}(w)\le0$, which restores the assumption for $V_k$.

Therefore $\sum_k\dim N_k=\dim V_m\le n$. Each singular energy contributes at least one, so $n+1$ of them cannot occur.

## One orbital

For $n=1$ the condition is $P(E)=S$ with $S$ real. A strictly increasing function takes a given value at most once, and may jump over it.

## The Lean file

```lean
import Mathlib

open Matrix Module

namespace PotentialFunctionLevels

noncomputable section

variable {n : Type*} [Fintype n] [DecidableEq n]

/-- The secular matrix `P(E) - S`, with the potential functions `P i` on the diagonal and
the structure matrix `S`. -/
def secular (P : n → ℝ → ℝ) (S : Matrix n n ℂ) (E : ℝ) : Matrix n n ℂ :=
  Matrix.diagonal (fun i => (P i E : ℂ)) - S

/-- The space of coefficient vectors `c` that solve `(P(E) - S) c = 0`. -/
def solutions (P : n → ℝ → ℝ) (S : Matrix n n ℂ) (E : ℝ) : Submodule ℂ (n → ℂ) :=
  LinearMap.ker (secular P S E).mulVecLin

/-- The secular form, the real part of `c* (P(E) - S) c`. -/
def secularForm (P : n → ℝ → ℝ) (S : Matrix n n ℂ) (E : ℝ) (c : n → ℂ) : ℝ :=
  (star c ⬝ᵥ (secular P S E *ᵥ c)).re

variable {P : n → ℝ → ℝ} {S : Matrix n n ℂ} {I : Set ℝ}

/-- Between two energies the secular form changes by the changes of the potential functions,
weighted with the orbital weights `|c i|²`. -/
theorem secularForm_sub (E E' : ℝ) (c : n → ℂ) :
    secularForm P S E' c - secularForm P S E c
      = ∑ i, (P i E' - P i E) * Complex.normSq (c i) := by
  have key : ∀ e : ℝ, (star c ⬝ᵥ (Matrix.diagonal (fun i => (P i e : ℂ)) *ᵥ c)).re
      = ∑ i, P i e * Complex.normSq (c i) := by
    intro e
    simp only [dotProduct, Matrix.mulVec_diagonal, Complex.re_sum]
    refine Finset.sum_congr rfl fun i _ => ?_
    simp only [Pi.star_apply, Complex.star_def, Complex.mul_re, Complex.mul_im,
      Complex.conj_re, Complex.conj_im, Complex.ofReal_re, Complex.ofReal_im,
      Complex.normSq_apply]
    ring
  simp only [secularForm, secular, Matrix.sub_mulVec, dotProduct_sub, Complex.sub_re, key,
    sub_mul, Finset.sum_sub_distrib]
  ring

/-- If all potential functions are strictly increasing on `I`, the secular form of a nonzero
vector is strictly increasing on `I`. -/
theorem secularForm_lt (hP : ∀ i, StrictMonoOn (P i) I) {E E' : ℝ} (hE : E ∈ I)
    (hE' : E' ∈ I) (h : E < E') {c : n → ℂ} (hc : c ≠ 0) :
    secularForm P S E c < secularForm P S E' c := by
  obtain ⟨i, hi⟩ := Function.ne_iff.mp hc
  have hpos : 0 < ∑ i, (P i E' - P i E) * Complex.normSq (c i) := by
    refine Finset.sum_pos' (fun j _ => ?_) ⟨i, Finset.mem_univ i, ?_⟩
    · exact mul_nonneg (sub_pos.mpr (hP j hE hE' h)).le (Complex.normSq_nonneg _)
    · exact mul_pos (sub_pos.mpr (hP i hE hE' h)) (Complex.normSq_pos.mpr hi)
  have hd := secularForm_sub (P := P) (S := S) E E' c
  linarith

/-- For Hermitian `S`, adding a solution at energy `E` to any vector leaves the secular form
at `E` unchanged. -/
theorem secularForm_add_solution (hS : S.IsHermitian) {E : ℝ} (v : n → ℂ) {c : n → ℂ}
    (hc : c ∈ solutions P S E) :
    secularForm P S E (v + c) = secularForm P S E v := by
  have h0 : secular P S E *ᵥ c = 0 := hc
  have hM : (secular P S E)ᴴ = secular P S E := by
    have hd : star (fun i => (P i E : ℂ)) = fun i => (P i E : ℂ) :=
      funext fun i => Complex.conj_ofReal _
    unfold secular
    rw [Matrix.conjTranspose_sub, Matrix.diagonal_conjTranspose, hS.eq, hd]
  -- the cross term vanishes because the secular matrix can be moved onto `c`
  have hcross : star c ⬝ᵥ (secular P S E *ᵥ v) = 0 := by
    have h1 : star c ᵥ* secular P S E = 0 := by
      have h2 := Matrix.star_mulVec (secular P S E) c
      rw [hM, h0, star_zero] at h2
      exact h2.symm
    rw [Matrix.dotProduct_mulVec, h1, zero_dotProduct]
  unfold secularForm
  rw [Matrix.mulVec_add, h0, add_zero, star_add, add_dotProduct, hcross, add_zero]

/-- For Hermitian `S` and potential functions strictly increasing on `I`, the solution spaces at
finitely many energies in `I` have a total dimension equal to that of a subspace on which the
secular form is negative, except at the zero vector, at every energy of `I` below all of them. -/
theorem exists_negative_subspace (hS : S.IsHermitian) (hP : ∀ i, StrictMonoOn (P i) I)
    (s : Finset ℝ) : (∀ E ∈ s, E ∈ I) → ∃ V : Submodule ℂ (n → ℂ),
      finrank ℂ V = ∑ E ∈ s, finrank ℂ (solutions P S E) ∧
      ∀ E ∈ I, (∀ x ∈ s, E < x) → ∀ c ∈ V, c ≠ 0 → secularForm P S E c < 0 := by
  refine Finset.induction_on_min s ?_ ?_
  · intro _
    refine ⟨⊥, by simp, ?_⟩
    intro E _ _ c hc hne
    exact absurd ((Submodule.mem_bot ℂ).mp hc) hne
  · intro a s ha ih hs
    have haI : a ∈ I := hs a (Finset.mem_insert_self a s)
    obtain ⟨V, hV, hneg⟩ := ih fun E hE => hs E (Finset.mem_insert_of_mem hE)
    -- a nonzero solution at `a` has zero form there, so it cannot lie in `V`
    have hinf : V ⊓ solutions P S a = ⊥ := by
      rw [Submodule.eq_bot_iff]
      intro c hc
      by_contra hne
      have h1 := hneg a haI ha c hc.1 hne
      have h2 := secularForm_add_solution hS 0 hc.2
      rw [zero_add] at h2
      have h3 : secularForm P S a 0 = 0 := by simp [secularForm]
      linarith
    refine ⟨V ⊔ solutions P S a, ?_, ?_⟩
    · have hdim := Submodule.finrank_sup_add_finrank_inf_eq V (solutions P S a)
      rw [hinf, finrank_bot, add_zero] at hdim
      rw [hdim, hV, Finset.sum_insert (fun h => lt_irrefl a (ha a h)), add_comm]
    · intro E hE hlt w hw hne
      -- the form is nonpositive at `a`, hence negative below
      have hle : secularForm P S a w ≤ 0 := by
        obtain ⟨v, hv, c, hc, rfl⟩ := Submodule.mem_sup.mp hw
        rw [secularForm_add_solution hS v hc]
        by_cases hv0 : v = 0
        · simp [hv0, secularForm]
        · exact (hneg a haI ha v hv hv0).le
      exact (secularForm_lt hP hE haI (hlt a (Finset.mem_insert_self a s)) hne).trans_le hle

/-- For Hermitian `S` and potential functions strictly increasing on `I`, the levels at any
finitely many energies in `I`, counted with degeneracy, number at most the orbitals. -/
theorem sum_degeneracy_le (hS : S.IsHermitian) (hP : ∀ i, StrictMonoOn (P i) I)
    (s : Finset ℝ) (hs : ∀ E ∈ s, E ∈ I) :
    ∑ E ∈ s, finrank ℂ (solutions P S E) ≤ Fintype.card n := by
  obtain ⟨V, hV, _⟩ := exists_negative_subspace hS hP s hs
  rw [← hV, ← Module.finrank_fintype_fun_eq_card ℂ (η := n)]
  exact Submodule.finrank_le V

/-- For Hermitian `S` and potential functions strictly increasing on `I`, the matrix
`P(E) - S` is singular at no more energies in `I` than there are orbitals. -/
theorem singular_energies_le (hS : S.IsHermitian) (hP : ∀ i, StrictMonoOn (P i) I) :
    {E ∈ I | (secular P S E).det = 0}.Finite ∧
      {E ∈ I | (secular P S E).det = 0}.ncard ≤ Fintype.card n := by
  have hcard : ∀ s : Finset ℝ, (∀ E ∈ s, E ∈ I ∧ (secular P S E).det = 0) →
      s.card ≤ Fintype.card n := by
    intro s hs
    refine le_trans ?_ (sum_degeneracy_le hS hP s fun E hE => (hs E hE).1)
    rw [Finset.card_eq_sum_ones]
    refine Finset.sum_le_sum fun E hE => Nat.one_le_iff_ne_zero.mpr fun h0 => ?_
    -- a singular matrix has a nonzero solution
    obtain ⟨c, hc, hMc⟩ := Matrix.exists_mulVec_eq_zero_iff.mpr (hs E hE).2
    have hmem : c ∈ solutions P S E := hMc
    rw [Submodule.finrank_eq_zero.mp h0] at hmem
    exact hc ((Submodule.mem_bot ℂ).mp hmem)
  have hfin : {E ∈ I | (secular P S E).det = 0}.Finite := by
    by_contra hinf
    obtain ⟨t, ht, htc⟩ :=
      Set.Infinite.exists_subset_card_eq hinf (Fintype.card n + 1)
    have := hcard t fun E hE => ht hE
    omega
  refine ⟨hfin, ?_⟩
  rw [Set.ncard_eq_toFinset_card _ hfin]
  exact hcard _ fun E hE => hfin.mem_toFinset.mp hE

/-- The bound is attained: with `P i E = E` and a diagonal `S` with distinct real entries,
the number of singular energies equals the number of orbitals. -/
theorem singular_energies_sharp (d : n → ℝ) (hd : Function.Injective d) :
    {E : ℝ | (secular (fun _ e => e) (Matrix.diagonal fun i => (d i : ℂ)) E).det = 0}.ncard
      = Fintype.card n := by
  have hset : {E : ℝ | (secular (fun _ e => e)
      (Matrix.diagonal fun i => (d i : ℂ)) E).det = 0} = d '' Set.univ := by
    ext E
    simp only [Set.mem_ofPred_eq, secular, Matrix.diagonal_sub, Matrix.det_diagonal,
      Finset.prod_eq_zero_iff, Finset.mem_univ, true_and, sub_eq_zero, Complex.ofReal_inj,
      Set.mem_image, Set.mem_univ]
    exact ⟨fun ⟨i, hi⟩ => ⟨i, hi.symm⟩, fun ⟨i, hi⟩ => ⟨i, hi.symm⟩⟩
  rw [hset, Set.ncard_image_of_injective _ hd, Set.ncard_univ, Nat.card_eq_fintype_card]

/-- Hermiticity of `S` cannot be dropped: for a real antisymmetric `S` and the potential
functions `E` and `-1/E`, strictly increasing on `E > 0`, the matrix `P(E) - S` is singular
at every positive energy. -/
theorem singular_everywhere_of_antisymmetric :
    (∀ i, StrictMonoOn ((![fun e => e, fun e => -e⁻¹] : Fin 2 → ℝ → ℝ) i) (Set.Ioi 0)) ∧
      ∀ E : ℝ, 0 < E →
        (secular ![fun e => e, fun e => -e⁻¹] !![0, 1; -1, 0] E).det = 0 := by
  constructor
  · intro i x hx y hy hxy
    fin_cases i
    · exact hxy
    · exact neg_lt_neg ((inv_lt_inv₀ hy hx).mpr hxy)
  · intro E hE
    have h : (E : ℂ) ≠ 0 := Complex.ofReal_ne_zero.mpr hE.ne'
    rw [Matrix.det_fin_two]
    simp [secular, h]

end

end PotentialFunctionLevels
```

```lean
#print axioms PotentialFunctionLevels.singular_energies_le
-- 'PotentialFunctionLevels.singular_energies_le' depends on axioms: [propext, Classical.choice, Quot.sound]
#print axioms PotentialFunctionLevels.singular_energies_sharp
-- 'PotentialFunctionLevels.singular_energies_sharp' depends on axioms: [propext, Classical.choice, Quot.sound]
#print axioms PotentialFunctionLevels.singular_everywhere_of_antisymmetric
-- 'PotentialFunctionLevels.singular_everywhere_of_antisymmetric' depends on axioms: [propext, Classical.choice, Quot.sound]
```

## How the lemmas fit together

`secularForm_sub` and `secularForm_lt` give the difference formula and its sign; `Finset.sum_pos'` asks that all terms be nonnegative and at least one positive. `secularForm_add_solution` removes the cross term by moving the Hermitian matrix onto `c`.

`exists_negative_subspace` is the downward count. `Finset.induction_on_min` adds an energy `a` below all earlier ones, `hinf` is the trivial intersection of step 1, and `hle` is step 2. `secularForm_lt` then supplies step 3.

`sum_degeneracy_le` compares the subspace with the full space. `singular_energies_le` obtains a nonzero solution from each zero determinant, and rules out an infinite set by selecting one energy too many.

The last two theorems test the bound. In `singular_energies_sharp`, $P_i(E)=E$ and a diagonal $S$ with distinct real entries give exactly $n$ energies. In `singular_everywhere_of_antisymmetric`, the determinant is $E\cdot(-1/E)+1=0$ at every $E>0$, so for a matrix $S$ that is merely real, even finiteness can fail.
